# For normalised orbitals filled one at a time, the Fukui function is the frontier density plus a relaxation term that sums to zero

Suppose you take the density of the frontier orbital as the Fukui function, the rate at which the electron density changes with electron number while the nuclei and any applied field stay fixed. You then check that it sums to one electron over the grid, and it does. But the orbitals themselves can change when charge is added, and the check says nothing about the response you left out. The frontier density can't be negative anywhere, whereas the full derivative can, so the error may change which sites look reactive.

The result below says what is missing and why the sum can't reveal it. For real, normalised orbitals on a finite grid that vary differentiably with electron number, with all added charge entering a single frontier orbital while the lower ones stay full, the derivative of the density is the frontier density plus a relaxation term, and that term sums to zero.

## The grid and the electron number

```lean
import Mathlib

open Finset

namespace FukuiRelaxation

noncomputable section

variable {G : Type*} [Fintype G]
```

The first line loads Mathlib, Lean's mathematical library. The type `G` is the set of grid points, and `Fintype G` says that there are finitely many. Integrals over space therefore become plain sums. If your grid has fixed positive quadrature weights \(w_r\), absorb a factor \(\sqrt{w_r}\) into each orbital value; squared orbitals then carry the weight.

```lean
/-- The range of electron numbers, from `J` to `J + 1`, over which the frontier orbital is
filled. -/
def filling (J : ℕ) : Set ℝ := Set.Icc (J : ℝ) (J + 1)
```

Let \(J\) be a whole number of electrons and \(N\) the real-valued electron number. `filling J` is the closed interval \([J, J+1]\), over which one orbital goes from empty to full.

The end points matter because chemistry usually asks for the Fukui function at an integer. For a system of \(M\) electrons, adding charge corresponds to \(J=M\) at the lower end of the interval. If \(M\ge 1\), removing charge corresponds to \(J=M-1\) at the upper end.

## Density, relaxation and the Fukui function

```lean
/-- The electron density at grid point `r`: orbitals `0, …, J - 1` hold one electron each and
the frontier orbital `J` holds the remaining `N - J`. -/
def density (J : ℕ) (φ : ℕ → ℝ → G → ℝ) (N : ℝ) (r : G) : ℝ :=
  ∑ i ∈ range J, φ i N r ^ 2 + (N - J) * φ J N r ^ 2
```

Read `φ i N r` as \(\varphi_i(N,r)\), the value of orbital \(i\) at grid point \(r\) when there are \(N\) electrons. The arrows in its type list the three inputs in that order, and the last `ℝ` says that the value is real. `range J` is the set \(0,\dots,J-1\), so the definition reads

\[
n(N,r)=\sum_{i<J}\varphi_i(N,r)^2+(N-J)\,\varphi_J(N,r)^2 .
\]

Counting starts at zero: the \(J\) full orbitals come first, and the frontier orbital has index \(J\). Each orbital holds at most one electron, so these are spin orbitals.

```lean
/-- The relaxation term at grid point `r`, built from the orbitals `φ` and their responses `dφ`
to a change of electron number. -/
def relaxation (J : ℕ) (φ : ℕ → ℝ → G → ℝ) (dφ : ℕ → G → ℝ) (N : ℝ) (r : G) : ℝ :=
  2 * ∑ i ∈ range J, φ i N r * dφ i r + 2 * (N - J) * (φ J N r * dφ J r)
```

The input `dφ` supplies the orbital responses \(\varphi_i'(r)\), the derivatives of the orbitals with respect to electron number at the chosen \(N\). The relaxation term is

\[
R(r)=2\sum_{i<J}\varphi_i(N,r)\,\varphi_i'(r)+2(N-J)\,\varphi_J(N,r)\,\varphi_J'(r).
\]

At this stage `dφ` is just a table of numbers. Its link to the orbitals comes in the hypotheses.

```lean
/-- For `N` in the filling range, `F` is the Fukui function at `N`: the derivative of the density
with respect to electron number at each grid point, one-sided at the ends of the filling range. -/
def IsFukui (J : ℕ) (φ : ℕ → ℝ → G → ℝ) (N : ℝ) (F : G → ℝ) : Prop :=
  ∀ r, HasDerivWithinAt (fun M => density J φ M r) (F r) (filling J) N
```

A `Prop` is a statement that may be true or false. `IsFukui J φ N F` states that, at every grid point, \(F(r)\) is the derivative of \(n(N,r)\) with respect to \(N\). The word `Within` in `HasDerivWithinAt` means that only electron numbers inside `filling J` are compared. In the interior this is the ordinary derivative, and at the two ends it is one-sided. For \(N\) outside the interval the condition holds for every \(F\) and says nothing, so the theorems below that use `IsFukui` assume that \(N\) lies inside.

```lean
/-- The orbitals up to the frontier stay normalised during the filling, and at electron
number `N` they respond at the rates `dφ`. -/
structure RelaxingOrbitals (J : ℕ) (φ : ℕ → ℝ → G → ℝ) (dφ : ℕ → G → ℝ) (N : ℝ) : Prop where
  mem : N ∈ filling J
  normalised : ∀ i ≤ J, ∀ M ∈ filling J, ∑ r, φ i M r ^ 2 = 1
  response : ∀ i ≤ J, ∀ r, HasDerivWithinAt (fun M => φ i M r) (dφ i r) (filling J) N
```

This structure bundles the assumptions:

- `mem`: \(N\) lies in \([J,J+1]\).
- `normalised`: every orbital with \(i\le J\) satisfies \(\sum_r\varphi_i(M,r)^2=1\) for all \(M\) in the interval.
- `response`: each of these orbitals is differentiable at \(N\), with derivative \(\varphi_i'(r)\).

Differentiability is assumed, not derived from any orbital equation. Physically, it says that at the chosen \(N\) the orbitals follow the added charge without a sudden exchange of character or an arbitrary flip of sign. The proof doesn't use orthogonality between different orbitals, but the density formula presumes it for orbitals of the same spin: if they aren't orthogonal, the density of their Slater determinant also contains cross terms.

## Two facts from calculus

```lean
/-- The density `u²` of a single orbital changes at the rate `2 u u'`. -/
theorem orbital_density_deriv {u : ℝ → ℝ} {u' N : ℝ} {s : Set ℝ}
    (h : HasDerivWithinAt u u' s N) :
    HasDerivWithinAt (fun M => u M ^ 2) (2 * u N * u') s N := by
  refine (h.fun_pow 2).congr_deriv ?_
  norm_num
```

In a Lean theorem, the hypotheses stand before the last colon of the statement, the claim follows it, and the proof comes after `:=`. Here the claim is the chain rule \((u^2)'=2uu'\). The proof applies Mathlib's rule for powers, and `norm_num` tidies the exponent.

```lean
/-- The filling range has a unique derivative at each of its points. -/
theorem filling_uniqueDiff {J : ℕ} {N : ℝ} (hN : N ∈ filling J) :
    UniqueDiffWithinAt ℝ (filling J) N :=
  uniqueDiffOn_Icc (by linarith : (J : ℝ) < J + 1) N hN
```

A function has at most one derivative within the filling interval at each of its points, because the interval has positive length. This will let us equate two expressions for the same derivative, even at the ends.

## Each orbital is orthogonal to its own response

```lean
variable {J : ℕ} {φ : ℕ → ℝ → G → ℝ} {dφ : ℕ → G → ℝ} {N : ℝ}

/-- Each normalised orbital is orthogonal on the grid to its own response. -/
theorem orbital_orthogonal_response (h : RelaxingOrbitals J φ dφ N) {i : ℕ} (hi : i ≤ J) :
    ∑ r, φ i N r * dφ i r = 0 := by
  -- differentiate the norm, which is constant
  have h1 : HasDerivWithinAt (fun M => ∑ r, φ i M r ^ 2)
      (∑ r, 2 * φ i N r * dφ i r) (filling J) N :=
    HasDerivWithinAt.fun_sum (fun r _ => orbital_density_deriv (h.response i hi r))
  have h0 : HasDerivWithinAt (fun M => ∑ r, φ i M r ^ 2) 0 (filling J) N :=
    (hasDerivWithinAt_const N (filling J) (1 : ℝ)).congr
      (fun M hM => h.normalised i hi M hM) (h.normalised i hi N h.mem)
  have h2 := (filling_uniqueDiff h.mem).eq_deriv _ h1 h0
  have h3 : ∑ r, 2 * φ i N r * dφ i r = 2 * ∑ r, φ i N r * dφ i r := by
    rw [mul_sum]
    exact sum_congr rfl (fun _ _ => by ring)
  linarith
```

By hand, take an orbital with \(i\le J\) and differentiate its norm. The norm is constant, so

\[
0=\frac{d}{dN}\sum_r\varphi_i(N,r)^2
=\sum_r 2\,\varphi_i(N,r)\,\varphi_i'(r),
\]

and dividing by two gives \(\sum_r\varphi_i(N,r)\,\varphi_i'(r)=0\).

Each `have` in the proof records an intermediate result. `h1` differentiates the sum term by term, and `h0` says that the same function has derivative zero because it equals one throughout the interval. `h2` equates the two derivatives by uniqueness, `h3` takes out the factor of two, and `linarith` finishes the linear arithmetic.

The same argument gives a neighbouring result. Hold the occupations fixed and vary some other parameter, such as the strength of an applied field. If the orbitals stay normalised and vary differentiably, the density response again sums to zero.

## The derivative of the density

```lean
/-- The Fukui function is the frontier-orbital density plus the relaxation term, and the
relaxation term sums to zero over the grid. -/
theorem fukui_frontier_add_relaxation (h : RelaxingOrbitals J φ dφ N) :
    IsFukui J φ N (fun r => φ J N r ^ 2 + relaxation J φ dφ N r) ∧
      ∑ r, relaxation J φ dφ N r = 0 := by
  constructor
  · intro r
    have hcore : HasDerivWithinAt (fun M => ∑ i ∈ range J, φ i M r ^ 2)
        (∑ i ∈ range J, 2 * φ i N r * dφ i r) (filling J) N :=
      HasDerivWithinAt.fun_sum (fun i hi =>
        orbital_density_deriv (h.response i (mem_range.1 hi).le r))
    -- the occupation of the frontier orbital grows at unit rate
    have hocc : HasDerivWithinAt (fun M : ℝ => M - (J : ℝ)) 1 (filling J) N :=
      ((hasDerivAt_id' N).sub_const (J : ℝ)).hasDerivWithinAt
    have hfront := hocc.fun_mul (orbital_density_deriv (h.response J le_rfl r))
    refine (hcore.fun_add hfront).congr_deriv ?_
    have hs : ∑ i ∈ range J, 2 * φ i N r * dφ i r
        = 2 * ∑ i ∈ range J, φ i N r * dφ i r := by
      rw [mul_sum]
      exact sum_congr rfl (fun _ _ => by ring)
    rw [hs]
    unfold relaxation
    ring
  · -- exchange the sums over grid points and orbitals
    have hcore : ∑ r, ∑ i ∈ range J, φ i N r * dφ i r = 0 := by
      rw [sum_comm]
      exact sum_eq_zero (fun i hi => orbital_orthogonal_response h (mem_range.1 hi).le)
    unfold relaxation
    rw [sum_add_distrib, ← mul_sum, ← mul_sum, hcore, orbital_orthogonal_response h le_rfl]
    ring
```

The symbol `∧` means "and", so the theorem makes two claims. For the first, differentiate the density at a fixed grid point. The full orbitals contribute

\[
\frac{d}{dN}\sum_{i<J}\varphi_i(N,r)^2=2\sum_{i<J}\varphi_i(N,r)\,\varphi_i'(r).
\]

The frontier term is a product, and its occupation \(N-J\) grows at unit rate:

\[
\frac{d}{dN}\Big[(N-J)\,\varphi_J(N,r)^2\Big]
=\varphi_J(N,r)^2+2(N-J)\,\varphi_J(N,r)\,\varphi_J'(r).
\]

Adding the two lines gives

\[
\frac{\partial n}{\partial N}(N,r)=\varphi_J(N,r)^2+R(r).
\]

In the code, `hcore` is the first line, `hocc` is the unit rate, and `hfront` is the product rule. The tactic `ring` confirms that the collected terms agree.

For the second claim, sum \(R\) over the grid and exchange the order of summation:

\[
\sum_r R(r)=2\sum_{i<J}\Big(\sum_r\varphi_i(N,r)\,\varphi_i'(r)\Big)
+2(N-J)\sum_r\varphi_J(N,r)\,\varphi_J'(r)=0 .
\]

Every grid sum on the right vanishes by the orthogonality just shown. `sum_comm` performs the exchange. The cancellation happens orbital by orbital, so it holds at every filling and not only at integers.

## The sum is one with or without relaxation

```lean
/-- The Fukui function sums to one over the grid. -/
theorem fukui_sum_eq_one (h : RelaxingOrbitals J φ dφ N) {F : G → ℝ}
    (hF : IsFukui J φ N F) : ∑ r, F r = 1 := by
  obtain ⟨hd, hR⟩ := fukui_frontier_add_relaxation h
  have hEq : ∀ r, F r = φ J N r ^ 2 + relaxation J φ dφ N r := fun r =>
    (filling_uniqueDiff h.mem).eq_deriv _ (hF r) (hd r)
  rw [sum_congr rfl (fun r _ => hEq r), sum_add_distrib, hR,
    h.normalised J le_rfl N h.mem, add_zero]
```

Let \(F\) be any function that satisfies `IsFukui`. Since the derivative is unique, \(F(r)=\varphi_J(N,r)^2+R(r)\) at each point. Summing,

\[
\sum_r F(r)=\sum_r\varphi_J(N,r)^2+\sum_r R(r)=1+0=1 .
\]

The same step appears in a finite-difference calculation. Compute the density at \(J\) electrons and at \(J+\delta\) electrons with \(0<\delta\le 1\), keeping the nuclei fixed, and form

\[
\frac{n(J+\delta,r)-n(J,r)}{\delta}-\varphi_J(J,r)^2 .
\]

This is an estimate of the relaxation term at \(N=J\). With normalised orbitals its grid sum is zero for every such \(\delta\), because the two densities hold \(J+\delta\) and \(J\) electrons. A sum clearly different from zero therefore points to the normalisation, the occupations, the quadrature or, for very small \(\delta\), rounding error. A zero sum doesn't show that \(\delta\) is small enough or that the orbitals are converged.

```lean
/-- If the Fukui function differs from the frontier density at some grid point, then it lies
below the frontier density at one point and above it at another. -/
theorem fukui_below_and_above_frontier (h : RelaxingOrbitals J φ dφ N) {F : G → ℝ}
    (hF : IsFukui J φ N F) {r₀ : G} (hr : F r₀ ≠ φ J N r₀ ^ 2) :
    (∃ r, F r < φ J N r ^ 2) ∧ ∃ r, φ J N r ^ 2 < F r := by
  have hsum : ∑ r, F r = ∑ r, φ J N r ^ 2 := by
    rw [fukui_sum_eq_one h hF, h.normalised J le_rfl N h.mem]
  constructor
  · by_contra! hc
    exact hr ((sum_eq_sum_iff_of_le (fun r _ => hc r)).1 hsum.symm r₀ (mem_univ r₀)).symm
  · by_contra! hc
    exact hr ((sum_eq_sum_iff_of_le (fun r _ => hc r)).1 hsum r₀ (mem_univ r₀))
```

The symbol `∃` means "there exists". If the Fukui function differs from the frontier density at some point \(r_0\), it lies below it somewhere and above it somewhere else.

To see this, suppose that \(F\) were nowhere below the frontier density. Then \(\varphi_J(N,r)^2\le F(r)\) at every point, while both sides sum to one. Two functions ordered in this way with equal sums must agree everywhere, which contradicts the difference at \(r_0\). The other half is the same with the inequality reversed. In Lean, `by_contra! hc` introduces the contrary assumption, and `sum_eq_sum_iff_of_le` turns equal sums into pointwise equality.

In this finite-grid orbital model, a relaxation term that isn't zero everywhere lowers the Fukui function at some points and raises it at others.

## Which orbital responses count at integer filling

```lean
omit [Fintype G] in
/-- At `N = J` only the orbitals below the frontier enter the relaxation term; at `N = J + 1`
the frontier orbital enters with the same weight as the others. -/
theorem relaxation_at_integers (J : ℕ) (φ : ℕ → ℝ → G → ℝ) (dφ : ℕ → G → ℝ) (r : G) :
    relaxation J φ dφ J r = 2 * ∑ i ∈ range J, φ i J r * dφ i r ∧
    relaxation J φ dφ (J + 1) r = 2 * ∑ i ∈ range (J + 1), φ i (J + 1) r * dφ i r := by
  constructor
  · unfold relaxation
    ring
  · unfold relaxation
    rw [sum_range_succ]
    ring
```

At \(N=J\) the frontier orbital is empty, so its response has weight zero:

\[
R(r)=2\sum_{i<J}\varphi_i(J,r)\,\varphi_i'(r).
\]

At \(N=J+1\) it is full, and it joins the sum on equal terms:

\[
R(r)=2\sum_{i\le J}\varphi_i(J+1,r)\,\varphi_i'(r).
\]

Both are algebraic identities that hold for any table `dφ`. To read them as physics, use the responses that belong to the electron number in question. For \(J=0\) the first sum is empty, and the relaxation term is zero at the start of filling.

## Two rotating orbitals on two points

```lean
/-- Two orthogonal orbitals on a two-point grid that rotate by the angle `N`. -/
def rotating : ℕ → ℝ → Fin 2 → ℝ
  | 0, N => ![Real.cos N, Real.sin N]
  | _ + 1, N => ![-Real.sin N, Real.cos N]
```

A small example shows that the assumptions can be met with a relaxation term that isn't zero. `Fin 2` is a grid with points 0 and 1, and `![a, b]` lists the values there. The orbitals are

\[
\varphi_0=(\cos N,\ \sin N),\qquad \varphi_1=(-\sin N,\ \cos N),
\]

with the angle in radians. The pattern `_ + 1` covers every index from 1 upwards, but only indices 0 and 1 are used.

```lean
/-- The responses of the rotating orbitals to a change of `N`. -/
def rotatingResponse (N : ℝ) : ℕ → Fin 2 → ℝ
  | 0 => ![-Real.sin N, Real.cos N]
  | _ + 1 => ![-Real.cos N, -Real.sin N]
```

These are the derivatives, \(\varphi_0'=(-\sin N,\cos N)\) and \(\varphi_1'=(-\cos N,-\sin N)\).

```lean
/-- The rotating orbitals with `J = 1` meet the hypotheses at every `N` from 1 to 2, and their
relaxation term is `(N - 2) sin 2N` on the first grid point and the opposite on the second. -/
theorem relaxingOrbitals_witness {N : ℝ} (hN : N ∈ filling 1) :
    RelaxingOrbitals 1 rotating (rotatingResponse N) N ∧
    relaxation 1 rotating (rotatingResponse N) N 0 = (N - 2) * Real.sin (2 * N) ∧
    relaxation 1 rotating (rotatingResponse N) N 1 = -((N - 2) * Real.sin (2 * N)) := by
  refine ⟨⟨hN, ?_, ?_⟩, ?_, ?_⟩
  · intro i _ M _
    rcases i with _ | i <;> simp [rotating, Fin.sum_univ_two]
  · intro i _
    rcases i with _ | i
    · exact Fin.forall_fin_two.2 ⟨(Real.hasDerivAt_cos N).hasDerivWithinAt,
        (Real.hasDerivAt_sin N).hasDerivWithinAt⟩
    · exact Fin.forall_fin_two.2 ⟨(Real.hasDerivAt_sin N).fun_neg.hasDerivWithinAt,
        (Real.hasDerivAt_cos N).hasDerivWithinAt⟩
  · rw [Real.sin_two_mul]
    simp [relaxation, rotating, rotatingResponse]
    ring
  · rw [Real.sin_two_mul]
    simp [relaxation, rotating, rotatingResponse]
    ring

end

end FukuiRelaxation
```

With \(J=1\) and \(1\le N\le 2\), the relaxation term at point 0 is

\[
R(0)=-2\sin N\cos N+2(N-1)\sin N\cos N=(N-2)\sin 2N,
\]

and at point 1 it is the opposite. The proof checks normalisation and the derivatives case by case, then uses \(\sin 2N=2\sin N\cos N\) for the two values.

Putting in \(N=1\) gives a frontier density of about \(0.71\) at point 0 and a relaxation term of about \(-0.91\). The Fukui function there is about \(-0.20\), and at point 1 it is about \(1.20\). The frontier density alone would have given \(0.71\) and \(0.29\), with the larger value on the wrong point and the same sum.

The rotation is prescribed, not obtained from a Hamiltonian. In an electronic-structure calculation the responses would come from the orbital equations, which this model leaves unspecified.

```lean
#print axioms FukuiRelaxation.fukui_frontier_add_relaxation
-- 'FukuiRelaxation.fukui_frontier_add_relaxation' depends on axioms: [propext, Classical.choice, Quot.sound]
#print axioms FukuiRelaxation.fukui_below_and_above_frontier
-- 'FukuiRelaxation.fukui_below_and_above_frontier' depends on axioms: [propext, Classical.choice, Quot.sound]
#print axioms FukuiRelaxation.relaxation_at_integers
-- 'FukuiRelaxation.relaxation_at_integers' depends on axioms: [propext, Classical.choice, Quot.sound]
```
